# For distinct overlap eigenvalues, a unitary rotation of linearly independent functions changes their canonical orthonormal functions only by phases

I have a finite set of overlapping, linearly independent functions, for instance orbitals centred on neighbouring atoms. I orthogonalise them canonically: I diagonalise the overlap matrix, form the combinations given by its eigenvectors, and divide each by the square root of its eigenvalue. If I first mix the original functions by a unitary matrix and then repeat the procedure, I expect the same orthonormal functions back, apart from a phase on each, as long as no two overlap eigenvalues coincide. Can this be made rigorous, with a proof checked by machine, and does it really fail when eigenvalues coincide?

## The two sets are connected by a unitary matrix that commutes with the eigenvalues

Yes to both, where failing means that the functions can then differ by more than phases. Let the columns of $A$ hold the coefficients of the functions in an orthonormal reference basis, so that their overlap matrix is $A^\dagger A$. Write $D=\mathrm{diag}(s)$ and suppose that, with $U$, $T$ and $V$ unitary,

$$A^\dagger A = U D U^\dagger,\qquad (AT)^\dagger(AT)=V D V^\dagger .$$

The canonical functions are the columns of $X=AUD^{-1/2}$ before the rotation $T$, and of $X'=ATVD^{-1/2}$ after it.

**Positive eigenvalues and orthonormality.** From $U^\dagger U=1$ we get $(AU)^\dagger(AU)=U^\dagger(UDU^\dagger)U=D$. Its diagonal reads

$$s_k=\sum_i |(AU)_{ik}|^2\ge 0 .$$

If $s_k$ were zero, $A$ would send column $k$ of $U$ to zero. Linear independence would make that column vanish, although it has norm one. Hence $s_k>0$, and $X^\dagger X=D^{-1/2}DD^{-1/2}=1$.

**Back to the original overlap.** Since $TT^\dagger=1$,

$$A^\dagger A=T\,(AT)^\dagger(AT)\,T^\dagger=(TV)D(TV)^\dagger ,$$

and $TV$ is unitary. Both $U$ and $TV$ therefore diagonalise the same matrix.

**The connecting matrix.** Put $W=U^\dagger TV$. It is unitary, because $W^\dagger W=(TV)^\dagger UU^\dagger TV=1$. Multiplying $UDU^\dagger=(TV)D(TV)^\dagger$ by $U^\dagger$ from the left and by $TV$ from the right gives $DW=WD$, or

$$(s_j-s_k)W_{jk}=0 .$$

So $W_{jk}=0$ whenever $s_j\ne s_k$. Where $s_j=s_k$, the factors $s_j^{-1/2}$ and $s_k^{-1/2}$ are equal, so $W$ commutes with $D^{-1/2}$ too. Using $TV=UW$,

$$X'=AUWD^{-1/2}=AUD^{-1/2}W=XW .$$

**Distinct eigenvalues.** Now every off-diagonal element of $W$ vanishes, so $W=\mathrm{diag}(c)$. Unitarity gives $|c_k|^2=1$, and thus $X'_{ik}=c_kX_{ik}$ with $|c_k|=1$.

## What `canonical_invariance` says

The main theorem is `canonical_invariance`. Its objects and hypotheses correspond to the physics as follows.

- `A : Matrix m n ℂ` has one column per function and one row per reference basis function. Both index types are finite, and `A` may be rectangular.
- `hA` says that $Ax=0$ forces $x=0$, which is linear independence. For square `A` this is invertibility.
- `Diagonalises A U s` says that `U` is unitary and $A^\dagger A=UDU^\dagger$, with real eigenvalues `s`.
- `hs : Function.Injective s` says that the eigenvalues are distinct.
- `hT` says that `T` is unitary. For a square matrix the single equation $T^\dagger T=1$ suffices.
- `canonical A U s` is the matrix $X$, with `invSqrt s` for $D^{-1/2}$.

The conclusion is that $X$ has orthonormal columns and that there are numbers `c k` of modulus one with $X'_{ik}=c_kX_{ik}$. The same `s` appears in both diagonalisations, so the eigenvalues are listed in the same order; a program that sorts them differently also permutes the columns. Non-unitary changes of the functions, including rescaling them, are not covered. If canonical functions with eigenvalues below a common threshold are discarded, the same columns drop out of both sets, and the relation holds for those that remain.

For electronic-structure work in a finite basis of linearly independent functions whose overlap eigenvalues are all distinct, this means that individual canonical functions can be compared between unitarily related starting sets once phases are disregarded.

```lean
import Mathlib

open Matrix

namespace CanonicalBasisInvariance

noncomputable section

variable {m n : Type*} [Fintype m] [Fintype n] [DecidableEq n]

/-- The unitary matrix `U` diagonalises the overlap matrix `Aᴴ A` of the functions stored in the
columns of `A`, with eigenvalues `s`. -/
def Diagonalises (A : Matrix m n ℂ) (U : Matrix n n ℂ) (s : n → ℝ) : Prop :=
  Uᴴ * U = 1 ∧ Aᴴ * A = U * diagonal (fun k => (s k : ℂ)) * Uᴴ

/-- The diagonal matrix of the factors `1 / √(s k)`, which are `s_k^(-1/2)` for positive `s k` and
zero otherwise. -/
def invSqrt (s : n → ℝ) : Matrix n n ℂ :=
  diagonal (fun k => ((1 / √(s k) : ℝ) : ℂ))

/-- The matrix `A * U * invSqrt s`. Its columns are the canonical functions if `U` diagonalises the
overlap matrix with positive eigenvalues `s`. -/
def canonical (A : Matrix m n ℂ) (U : Matrix n n ℂ) (s : n → ℝ) : Matrix m n ℂ :=
  A * U * invSqrt s

variable {A : Matrix m n ℂ} {T U V : Matrix n n ℂ} {s : n → ℝ}

/-- If `V` diagonalises the overlap of the rotated functions `A T`, then `T V` diagonalises the
overlap of the original functions, with the same eigenvalues. -/
theorem diagonalises_of_rotated (hT : Tᴴ * T = 1) (hV : Diagonalises (A * T) V s) :
    Diagonalises A (T * V) s := by
  have hT' : T * Tᴴ = 1 := mul_eq_one_comm.mp hT
  obtain ⟨h1, h2⟩ := hV
  refine ⟨?_, ?_⟩
  · calc (T * V)ᴴ * (T * V) = Vᴴ * (Tᴴ * T) * V := by
          simp only [conjTranspose_mul, Matrix.mul_assoc]
      _ = 1 := by rw [hT, Matrix.mul_one, h1]
  · calc Aᴴ * A = (T * Tᴴ) * (Aᴴ * A) * (T * Tᴴ) := by
          rw [hT', Matrix.one_mul, Matrix.mul_one]
      _ = T * ((A * T)ᴴ * (A * T)) * Tᴴ := by
          simp only [conjTranspose_mul, Matrix.mul_assoc]
      _ = _ := by
          rw [h2]
          simp only [conjTranspose_mul, Matrix.mul_assoc]

/-- Two eigenbases of the same overlap matrix are connected by a matrix without elements between
different overlap eigenvalues. -/
theorem connection_eq_zero (h : Diagonalises A U s) (h' : Diagonalises A V s) {j k : n}
    (hjk : s j ≠ s k) : (Uᴴ * V) j k = 0 := by
  -- the connecting matrix commutes with the diagonal matrix of eigenvalues
  have e : diagonal (fun k => (s k : ℂ)) * (Uᴴ * V)
      = (Uᴴ * V) * diagonal (fun k => (s k : ℂ)) := by
    calc _ = (Uᴴ * U) * diagonal (fun k => (s k : ℂ)) * (Uᴴ * V) := by
          rw [h.1, Matrix.one_mul]
      _ = Uᴴ * (U * diagonal (fun k => (s k : ℂ)) * Uᴴ) * V := by
          simp only [Matrix.mul_assoc]
      _ = Uᴴ * (V * diagonal (fun k => (s k : ℂ)) * Vᴴ) * V := by rw [← h.2, h'.2]
      _ = (Uᴴ * V) * diagonal (fun k => (s k : ℂ)) * (Vᴴ * V) := by
          simp only [Matrix.mul_assoc]
      _ = _ := by rw [h'.1, Matrix.mul_one]
  have e' := congrFun (congrFun e j) k
  rw [diagonal_mul, mul_diagonal] at e'
  have h0 : ((s j : ℂ) - s k) * (Uᴴ * V) j k = 0 := by linear_combination e'
  exact (mul_eq_zero.mp h0).resolve_left (sub_ne_zero.mpr (by exact_mod_cast hjk))

/-- Whether or not overlap eigenvalues coincide, a unitary rotation `T` multiplies the matrix
`canonical` from the right by a unitary matrix that mixes only equal overlap eigenvalues. -/
theorem canonical_mixing (hT : Tᴴ * T = 1) (hU : Diagonalises A U s)
    (hV : Diagonalises (A * T) V s) :
    (Uᴴ * (T * V))ᴴ * (Uᴴ * (T * V)) = 1 ∧
    (∀ j k, s j ≠ s k → (Uᴴ * (T * V)) j k = 0) ∧
    canonical (A * T) V s = canonical A U s * (Uᴴ * (T * V)) := by
  have hU' : U * Uᴴ = 1 := mul_eq_one_comm.mp hU.1
  have hTV := diagonalises_of_rotated hT hV
  have hb : ∀ j k, s j ≠ s k → (Uᴴ * (T * V)) j k = 0 :=
    fun j k h => connection_eq_zero hU hTV h
  refine ⟨?_, hb, ?_⟩
  · calc _ = (T * V)ᴴ * (U * Uᴴ) * (T * V) := by
          simp only [conjTranspose_mul, conjTranspose_conjTranspose, Matrix.mul_assoc]
      _ = 1 := by rw [hU', Matrix.mul_one, hTV.1]
  · -- the mixing matrix also commutes with the normalisation factors
    have hc : invSqrt s * (Uᴴ * (T * V)) = (Uᴴ * (T * V)) * invSqrt s := by
      ext j k
      rw [invSqrt, diagonal_mul, mul_diagonal]
      by_cases h : s j = s k
      · rw [h, mul_comm]
      · rw [hb j k h, mul_zero, zero_mul]
    calc canonical (A * T) V s = A * (U * Uᴴ) * (T * V) * invSqrt s := by
          rw [hU', Matrix.mul_one]
          simp only [canonical, Matrix.mul_assoc]
      _ = A * U * ((Uᴴ * (T * V)) * invSqrt s) := by simp only [Matrix.mul_assoc]
      _ = _ := by
          rw [← hc]
          simp only [canonical, Matrix.mul_assoc]

/-- The unnormalised functions `A U` are mutually orthogonal with squared norms `s_k`. -/
theorem gram_eq_diagonal (hU : Diagonalises A U s) :
    (A * U)ᴴ * (A * U) = diagonal (fun k => (s k : ℂ)) := by
  calc _ = Uᴴ * (Aᴴ * A) * U := by simp only [conjTranspose_mul, Matrix.mul_assoc]
    _ = (Uᴴ * U) * diagonal (fun k => (s k : ℂ)) * (Uᴴ * U) := by
        rw [hU.2]
        simp only [Matrix.mul_assoc]
    _ = _ := by rw [hU.1, Matrix.one_mul, Matrix.mul_one]

/-- The overlap eigenvalues of linearly independent functions are positive. -/
theorem overlap_pos (hA : ∀ x, A *ᵥ x = 0 → x = 0) (hU : Diagonalises A U s) (k : n) :
    0 < s k := by
  have e := congrFun (congrFun (gram_eq_diagonal hU) k) k
  rw [mul_apply, diagonal_apply_eq] at e
  have g : ((∑ i, ‖(A * U) i k‖ ^ 2 : ℝ) : ℂ) = (s k : ℂ) := by
    rw [← e, Complex.ofReal_sum]
    refine Finset.sum_congr rfl fun i _ => ?_
    rw [conjTranspose_apply, Complex.ofReal_pow]
    exact (Complex.conj_mul' _).symm
  have g' : ∑ i, ‖(A * U) i k‖ ^ 2 = s k := Complex.ofReal_injective g
  have hn : 0 ≤ s k := by
    rw [← g']
    positivity
  rcases hn.lt_or_eq with h | h
  · exact h
  · -- a vanishing eigenvalue would give a vanishing column of `U`
    exfalso
    have z := (Finset.sum_eq_zero_iff_of_nonneg
      (fun i _ => sq_nonneg ‖(A * U) i k‖)).mp (g'.trans h.symm)
    have c : (fun j => U j k) = 0 := by
      apply hA
      ext i
      have h0 : (A * U) i k = 0 :=
        norm_eq_zero.mp ((pow_eq_zero_iff two_ne_zero).mp (z i (Finset.mem_univ i)))
      rw [mul_apply] at h0
      exact h0
    have h1 := congrFun (congrFun hU.1 k) k
    have c' : ∀ j, U j k = 0 := fun j => congrFun c j
    rw [mul_apply, one_apply_eq] at h1
    simp [c'] at h1

/-- The canonical functions built from linearly independent functions are orthonormal. -/
theorem canonical_orthonormal (hA : ∀ x, A *ᵥ x = 0 → x = 0) (hU : Diagonalises A U s) :
    (canonical A U s)ᴴ * canonical A U s = 1 := by
  have hR : (invSqrt s)ᴴ = invSqrt s := by
    rw [invSqrt, diagonal_conjTranspose]
    exact congrArg diagonal (funext fun k => Complex.conj_ofReal _)
  have hr : ∀ r : ℝ, 0 < r → 1 / r * (r * r) * (1 / r) = 1 := by
    intro r hr
    field_simp
  calc _ = invSqrt s * ((A * U)ᴴ * (A * U)) * invSqrt s := by
        rw [canonical, conjTranspose_mul, hR]
        simp only [Matrix.mul_assoc]
    _ = 1 := by
        rw [gram_eq_diagonal hU, invSqrt, diagonal_mul_diagonal, diagonal_mul_diagonal,
          ← diagonal_one]
        refine congrArg diagonal (funext fun k => ?_)
        have p := overlap_pos hA hU k
        have q := hr _ (Real.sqrt_pos.mpr p)
        rw [Real.mul_self_sqrt p.le] at q
        exact_mod_cast q

/-- Canonical basis invariance: for linearly independent functions with distinct overlap
eigenvalues, the canonical functions are orthonormal, and a unitary rotation `T` of the original
functions changes each of them by a phase factor only. -/
theorem canonical_invariance (hA : ∀ x, A *ᵥ x = 0 → x = 0) (hs : Function.Injective s)
    (hT : Tᴴ * T = 1) (hU : Diagonalises A U s) (hV : Diagonalises (A * T) V s) :
    (canonical A U s)ᴴ * canonical A U s = 1 ∧
    ∃ c : n → ℂ, (∀ k, ‖c k‖ = 1) ∧
      ∀ i k, canonical (A * T) V s i k = c k * canonical A U s i k := by
  refine ⟨canonical_orthonormal hA hU, ?_⟩
  obtain ⟨hW, hb, hc⟩ := canonical_mixing hT hU hV
  generalize Uᴴ * (T * V) = W at hW hb hc
  -- without degeneracy the mixing matrix is diagonal
  obtain ⟨c, rfl⟩ : ∃ c, W = diagonal c := by
    refine ⟨fun k => W k k, ?_⟩
    ext j k
    by_cases h : j = k
    · subst h
      rw [diagonal_apply_eq]
    · rw [diagonal_apply_ne _ h, hb j k (hs.ne h)]
  refine ⟨c, fun k => ?_, fun i k => by rw [hc, mul_diagonal, mul_comm]⟩
  have e : star (c k) * c k = 1 := by
    rw [diagonal_conjTranspose, diagonal_mul_diagonal] at hW
    have h := congrFun (congrFun hW k) k
    rw [diagonal_apply_eq, one_apply_eq] at h
    exact h
  have h := congrArg norm e
  rw [norm_mul, norm_star, norm_one] at h
  exact (mul_self_eq_one_iff.mp h).resolve_right
    (fun h' => by linarith [norm_nonneg (c k)])


/-- A real rotation of two functions, with cosine 3/5 and sine 4/5. -/
def rot : Matrix (Fin 2) (Fin 2) ℂ := !![3/5, -4/5; 4/5, 3/5]

/-- The functions with columns (3, -8) and (4, 6) are linearly independent, and `rot` diagonalises
their overlap with the distinct eigenvalues 25 and 100. -/
theorem diagonalises_witness :
    (∀ x, (!![3, 4; -8, 6] : Matrix (Fin 2) (Fin 2) ℂ) *ᵥ x = 0 → x = 0) ∧
    Function.Injective (![25, 100] : Fin 2 → ℝ) ∧
    Diagonalises (!![3, 4; -8, 6] : Matrix (Fin 2) (Fin 2) ℂ) rot ![25, 100] := by
  -- for real entries the conjugate transpose is the transpose
  have real : ∀ M : Matrix (Fin 2) (Fin 2) ℂ, (∀ i j, (M i j).im = 0) → Mᴴ = Mᵀ := by
    intro M h
    ext i j
    exact Complex.conj_eq_iff_im.mpr (h j i)
  have hr : rotᴴ = rotᵀ := real rot (by
    intro i j
    fin_cases i <;> fin_cases j <;> simp [rot])
  have hM := real !![3, 4; -8, 6] (by
    intro i j
    fin_cases i <;> fin_cases j <;> simp)
  have hd : diagonal (fun k => (((![25, 100] : Fin 2 → ℝ) k : ℝ) : ℂ)) = !![25, 0; 0, 100] := by
    ext i j
    fin_cases i <;> fin_cases j <;> simp [Matrix.diagonal]
  refine ⟨fun x h => ?_, ?_, ?_, ?_⟩
  · have h0 : 3 * x 0 + 4 * x 1 = 0 := by
      simpa [Matrix.mulVec, dotProduct, Fin.sum_univ_succ] using congrFun h 0
    have h1 : -8 * x 0 + 6 * x 1 = 0 := by
      simpa [Matrix.mulVec, dotProduct, Fin.sum_univ_succ] using congrFun h 1
    have e0 : x 0 = 0 := by linear_combination (6 * h0 - 4 * h1) / 50
    have e1 : x 1 = 0 := by linear_combination (8 * h0 + 3 * h1) / 50
    ext i
    fin_cases i
    · exact e0
    · exact e1
  · intro i j h
    fin_cases i <;> fin_cases j <;> first | rfl | (norm_num at h)
  · rw [hr]
    ext i j
    fin_cases i <;> fin_cases j <;>
      simp [rot, Matrix.mul_apply, Fin.sum_univ_succ] <;> norm_num
  · rw [hM, hr, hd]
    ext i j
    fin_cases i <;> fin_cases j <;>
      simp [rot, Matrix.mul_apply, Fin.sum_univ_succ] <;> norm_num

/-- For two orthonormal functions, `1` and `rot` both diagonalise the overlap, but the canonical
functions are not related by factors on the columns. -/
theorem degenerate_not_invariant :
    Diagonalises (1 : Matrix (Fin 2) (Fin 2) ℂ) 1 (fun _ => 1) ∧
    Diagonalises (1 : Matrix (Fin 2) (Fin 2) ℂ) rot (fun _ => 1) ∧
    ¬ ∃ c : Fin 2 → ℂ, ∀ i k, canonical (1 : Matrix (Fin 2) (Fin 2) ℂ) rot (fun _ => 1) i k
      = c k * canonical (1 : Matrix (Fin 2) (Fin 2) ℂ) 1 (fun _ => 1) i k := by
  have hu : rotᴴ * rot = 1 := diagonalises_witness.2.2.1
  have h' : rot * rotᴴ = 1 := mul_eq_one_comm.mp hu
  refine ⟨⟨by simp, by simp⟩, ⟨hu, by simp [h']⟩, ?_⟩
  rintro ⟨c, hc⟩
  have h := hc 1 0
  simp [canonical, invSqrt, rot] at h

end

end CanonicalBasisInvariance
```

```lean
#print axioms CanonicalBasisInvariance.canonical_invariance
#print axioms CanonicalBasisInvariance.degenerate_not_invariant
```

```
'CanonicalBasisInvariance.canonical_invariance' depends on axioms: [propext, Classical.choice, Quot.sound]
'CanonicalBasisInvariance.degenerate_not_invariant' depends on axioms: [propext, Classical.choice, Quot.sound]
```

## How the Lean proof follows the algebra

`diagonalises_of_rotated` is the return to the original overlap: its first `calc` block shows that $TV$ is unitary, and the second inserts $TT^\dagger=1$ on both sides of $A^\dagger A$. `connection_eq_zero` derives $DW=WD$, reads off the element $(j,k)$, and cancels the non-zero factor $s_j-s_k$.

`canonical_mixing` collects what holds for any spectrum, degenerate or not: $W$ is unitary, it mixes only equal eigenvalues, and $X'=XW$. The commutation with $D^{-1/2}$ is proved element by element, with a case split on whether $s_j=s_k$. This theorem does not assume linear independence; for a zero eigenvalue Lean's convention $1/0=0$ applies, and the columns concerned are then not normalised functions.

`gram_eq_diagonal` gives $(AU)^\dagger(AU)=D$. `overlap_pos` turns its diagonal into the sum of squares above and excludes zero by linear independence. `canonical_orthonormal` then cancels the square roots.

In `canonical_invariance`, `generalize` replaces the product $U^\dagger TV$ by a single matrix `W`. Injectivity of `s` makes it diagonal, and the diagonal of $W^\dagger W=1$ gives $\|c_k\|^2=1$. The root $-1$ is excluded because a norm is non-negative.

Two explicit cases complete the file. `diagonalises_witness` takes the columns $(3,-8)$ and $(4,6)$, whose overlap matrix has eigenvalues 25 and 100. These functions are unnormalised; scaled to unit norm, they would have the mutual overlap $-36/\sqrt{3796}\approx-0.58$.

`degenerate_not_invariant` answers the second half of the question. It needs no rotation of the functions, so it is the case $T=1$: the freedom lies in the choice of eigenvectors. For two functions that are already orthonormal, the overlap is the identity, and both `1` and the real rotation `rot` diagonalise it. The canonical functions are then the columns of these two matrices. In row 1, column 0 (counting from zero), one has $4/5$ and the other has $0$, so no factor on the column can relate them.
